# The occupation change of a linearly responding site after k steps of linear mixing

A site responds linearly to its potential: an external shift a and an interaction U acting on the occupation change n produce the output −x(a + Un). Self-consistency is sought by linear mixing with weight b, starting from zero occupation change. The theorem says that, for real parameters with 1 + Ux ≠ 0, the change after k steps is exactly −xa/(1 + Ux) · (1 − rᵏ), where r = 1 − b(1 + Ux); it does not claim that the iteration converges. The attempt proves this formula multiplied through by 1 + Ux, by induction on k, and then tries to cancel that factor.

An attempt in Lean 4 with a fault in it:

```lean
import Mathlib

open Filter Topology

namespace OccupationEq

noncomputable section

/-- Occupation change put out by a site with bare response `-x`, when the external potential
shift is `a` and the interaction `U` acts on the input occupation change `n`. -/
def bareOutput (x U a n : ℝ) : ℝ := -x * (a + U * n)

/-- Occupation change after `k` self-consistency steps with linear mixing weight `b`,
started from the unperturbed occupation. -/
def occupation (x U b a : ℝ) : ℕ → ℝ
  | 0 => 0
  | k + 1 => (1 - b) * occupation x U b a k + b * bareOutput x U a (occupation x U b a k)

/-- The factor `r = 1 - b (1 + U x)` of the mixed iteration. -/
def errorFactor (x U b : ℝ) : ℝ := 1 - b * (1 + U * x)

/-- If `1 + U x` is nonzero, the occupation change after `k` steps is the self-consistent
value `-x a / (1 + U x)` times `1 - r ^ k`. -/
theorem occupation_eq {x U b a : ℝ} (hD : 1 + U * x ≠ 0) (k : ℕ) :
    occupation x U b a k = -(x * a / (1 + U * x)) * (1 - errorFactor x U b ^ k) := by
  have hr : errorFactor x U b = 1 - b * (1 + U * x) := rfl
  -- the recursion, multiplied by the screening factor
  have key : (1 + U * x) * occupation x U b a k
      = -(x * a) * (1 - errorFactor x U b ^ k) := by
    induction k with
    | zero => simp [occupation]
    | succ k ih =>
      simp only [occupation, bareOutput, pow_succ]
      linear_combination errorFactor x U b * ih
        - ((1 + U * x) * occupation x U b a k + x * a) * hr
  apply mul_left_cancel₀ hD
  rw [key]
  field_simp

end

end OccupationEq
```

The error:

```
Main.lean:25:83: error: unsolved goals
x U b a : ℝ
hD : 1 + U * x ≠ 0
k : ℕ
hr : errorFactor x U b = 1 - b * (1 + U * x)
key : (1 + U * x) * occupation x U b a k = -(x * a) * (1 - errorFactor x U b ^ k)
⊢ -(x * a * (1 - errorFactor x U b ^ k)) = -(x * a * (1 - errorFactor x U b ^ k) * (1 + x * U) / (1 + x * U))
```

Cause. The error reports a goal still open at the end of the proof. After `rw [key]`, `field_simp` had to cancel the denominator against the same factor in the numerator. In the goal it left, that factor is written `1 + x * U`, while `hD` says that `1 + U * x` is nonzero. The two are equal, but `field_simp` did not use `hD` for the reordered form, so `(1 + x * U) / (1 + x * U)` stayed uncancelled.

The repair does the cancellation by hand. `div_eq_iff hD` turns a trivial equality of quotients into `hc`, which says that `x * a` equals its quotient by `1 + U * x` times `1 + U * x`. The two sides of the goal differ by exactly `-(1 - errorFactor x U b ^ k)` times the difference of the two sides of `hc`. `linear_combination` therefore closes the goal by ring algebra, with no further need to know that the denominator is nonzero.

The reworded comment is mere tidying.

Lean accepts the file once it reads:

```diff
@@ -25,5 +25,5 @@
     occupation x U b a k = -(x * a / (1 + U * x)) * (1 - errorFactor x U b ^ k) := by
   have hr : errorFactor x U b = 1 - b * (1 + U * x) := rfl
-  -- the recursion, multiplied by the screening factor
+  -- the closed form, multiplied by `1 + U x`
   have key : (1 + U * x) * occupation x U b a k
       = -(x * a) * (1 - errorFactor x U b ^ k) := by
@@ -35,6 +35,7 @@
         - ((1 + U * x) * occupation x U b a k + x * a) * hr
   apply mul_left_cancel₀ hD
+  have hc : x * a = x * a / (1 + U * x) * (1 + U * x) := (div_eq_iff hD).1 rfl
   rw [key]
-  field_simp
+  linear_combination (-(1 - errorFactor x U b ^ k)) * hc
 
 end
```
